# A harmonic steepest-descent path turns towards a chosen direction of a simple softest mode exactly when its initial overlap with that direction is positive

Let E be a real inner product space of displacements from a stationary point, placed at the origin, and let H : E → E be the Hessian as a linear map. In mass-weighted coordinates, the eigenvectors of H are the normal modes and its eigenvalues are squared angular frequencies.

```lean
import Mathlib

open Filter Topology
open scoped InnerProductSpace

namespace SteepestDescentSoftMode

noncomputable section

variable {E : Type*} [NormedAddCommGroup E] [InnerProductSpace ℝ E]
```

The harmonic energy is V(x) = ⟨x, Hx⟩/2, with the energy at the stationary point set to zero.

```lean
/-- The harmonic potential energy `⟨x, H x⟩ / 2` of a displacement `x` with Hessian `H`. -/
def energy (H : E →ₗ[ℝ] E) (x : E) : ℝ := ⟪x, H x⟫_ℝ / 2
```

A steepest-descent path is a differentiable curve with x′(t) = −Hx(t) at every real t. The parameter t is a descent parameter, not physical time.

```lean
/-- A steepest-descent path of the harmonic energy: a curve obeying `x' = -H x`. -/
def IsSteepestDescent (H : E →ₗ[ℝ] E) (x : ℝ → E) : Prop :=
  ∀ t, HasDerivAt x (-(H (x t))) t
```

The softest mode is represented by a vector v with eigenvalue k; −v represents the same mode with the opposite orientation. The four fields of `IsSoftestMode` say that v has unit length, that Hv = kv, that no eigenvalue lies below k, and that every solution of Hw = kw is a multiple of v.

```lean
/-- The unit vector `v` spans the eigenspace of the lowest eigenvalue `k` of `H`. -/
structure IsSoftestMode (H : E →ₗ[ℝ] E) (k : ℝ) (v : E) : Prop where
  unit : ‖v‖ = 1
  eigen : H v = k • v
  lowest : ∀ (μ : ℝ) (w : E), w ≠ 0 → H w = μ • w → k ≤ μ
  simple : ∀ w : E, H w = k • w → ∃ a : ℝ, w = a • v
```

The direction of a displacement y is y/‖y‖. Lean assigns the zero vector the direction 0, so a path resting at the origin never counts as pointing along v.

```lean
/-- The direction `y / ‖y‖` of a displacement `y`. -/
def direction (y : E) : E := ‖y‖⁻¹ • y
```

For symmetric H on a finite-dimensional E, `direction_tendsto_iff` says that the direction of a given path tends to v as t → ∞ if and only if ⟨v, x(0)⟩ > 0. The sign of k is free; it affects where the path goes, but not this equivalence. What can go wrong without symmetry, without a lowest and simple eigenvalue, or in infinite dimension is argued in prose and not proved in Lean.

## Symmetry of the Hessian

Symmetry, ⟨Hp, w⟩ = ⟨p, Hw⟩, expresses the equality of mixed second derivatives of an energy. It makes −Hx the downhill direction. Expanding the energy gives

V(p + sw) = V(p) + s⟨Hp, w⟩ + s²V(w),

where symmetry has merged the two cross terms. The slope at s = 0 is ⟨Hp, w⟩ for every w, so the gradient at p is Hp. The proof establishes this expansion as `expand` and differentiates it.

```lean
variable {H : E →ₗ[ℝ] E} {x : ℝ → E} {k : ℝ} {v : E}

/-- The slope of the harmonic energy at `p` along `w` is `⟨H p, w⟩`. -/
theorem energy_slope (hH : H.IsSymmetric) (p w : E) :
    HasDerivAt (fun s : ℝ => energy H (p + s • w)) ⟪H p, w⟫_ℝ 0 := by
  have expand : (fun s : ℝ => energy H (p + s • w)) =
      fun s : ℝ => (energy H p + s * ⟪H p, w⟫_ℝ) + s ^ 2 * energy H w := by
    funext s
    have h1 : ⟪p, H w⟫_ℝ = ⟪H p, w⟫_ℝ := (hH p w).symm
    have h2 : ⟪w, H p⟫_ℝ = ⟪H p, w⟫_ℝ := real_inner_comm _ _
    simp only [energy, map_add, map_smul, inner_add_left, inner_add_right,
      real_inner_smul_left, real_inner_smul_right]
    rw [h1, h2]
    ring
  rw [expand]
  have h := (((hasDerivAt_id' (0 : ℝ)).mul_const ⟪H p, w⟫_ℝ).const_add (energy H p)).fun_add
    ((hasDerivAt_pow 2 (0 : ℝ)).mul_const (energy H w))
  exact h.congr_deriv (by simp)
```

Symmetry also decouples the modes. If Hw = μw, then along a path

d/dt ⟨w, x⟩ = −⟨w, Hx⟩ = −⟨Hw, x⟩ = −μ⟨w, x⟩,

and therefore

⟨w, x(t)⟩ = exp(−μt) ⟨w, x(0)⟩.

Lean shows that exp(μt)⟨w, x(t)⟩ has zero derivative, hence is constant. The path equation enters through `hx t`, and symmetry through `hH w (x t)`.

```lean
/-- Along a steepest-descent path the amplitude of a normal mode with eigenvalue `μ`
is its initial value times `exp (-μ t)`. -/
theorem mode_amplitude (hH : H.IsSymmetric) (hx : IsSteepestDescent H x)
    {μ : ℝ} {w : E} (hw : H w = μ • w) (t : ℝ) :
    ⟪w, x t⟫_ℝ = Real.exp (-(μ * t)) * ⟪w, x 0⟫_ℝ := by
  -- the amplitude multiplied by `exp (μ t)` is conserved
  have hd : ∀ t, HasDerivAt (fun s => Real.exp (μ * s) * ⟪w, x s⟫_ℝ) 0 t := by
    intro t
    have h1 : HasDerivAt (fun s => Real.exp (μ * s)) (Real.exp (μ * t) * μ) t :=
      ((hasDerivAt_id' t).const_mul μ).exp.congr_deriv (by ring)
    have h2 : HasDerivAt (fun s => ⟪w, x s⟫_ℝ) ⟪w, -(H (x t))⟫_ℝ t := by
      simpa using (hasDerivAt_const t w).inner ℝ (hx t)
    have h3 : ⟪w, -(H (x t))⟫_ℝ = -(μ * ⟪w, x t⟫_ℝ) := by
      rw [inner_neg_right, ← hH w (x t), hw, real_inner_smul_left]
    exact (h1.fun_mul h2).congr_deriv (by rw [h3]; ring)
  have hc := is_const_of_deriv_eq_zero (fun t => (hd t).differentiableAt)
    (fun t => (hd t).deriv) t 0
  simp only [mul_zero, Real.exp_zero, one_mul] at hc
  rw [← hc, ← mul_assoc, ← Real.exp_add]
  simp
```

Without symmetry the conclusion can fail. Take H(a, b) = (a + b, 2b), with lowest eigenvalue 1 and v = (1, 0). The path exp(−2t)(1, 1) solves x′ = −Hx and has positive initial overlap with v, yet its direction is always (1, 1)/√2.

## A lowest, non-degenerate mode in finite dimension

Physically, one mode must be softer than all the others. For a free molecule at a minimum, E must exclude overall translations and rotations: these have eigenvalue zero, so they would take the place of the softest vibration.

Finite dimension supplies an orthonormal eigenbasis bᵢ with Hbᵢ = μᵢbᵢ. Multiplying the amplitudes by exp(kt) gives

exp(kt) ⟨bᵢ, x(t)⟩ = exp(−(μᵢ − k)t) ⟨bᵢ, x(0)⟩.

Since k is lowest, μᵢ ≥ k, and there are two cases.

- If μᵢ = k, simplicity gives bᵢ = av for some number a. The right-hand side is constant and equals a⟨v, x(0)⟩ = ⟨v, x(0)⟩⟨bᵢ, v⟩.
- If μᵢ > k, the right-hand side tends to 0. Symmetry gives (μᵢ − k)⟨bᵢ, v⟩ = 0, so ⟨v, x(0)⟩⟨bᵢ, v⟩ is 0 as well.

Every component thus tends to ⟨v, x(0)⟩⟨bᵢ, v⟩, and summing over the basis yields

exp(kt) x(t) → ⟨v, x(0)⟩ v.

In the proof, `hamp` is the rescaled amplitude formula, `rcases` separates the two cases, and `hre` reassembles vectors from their components.

```lean
/-- Rescaled by `exp (k t)`, a steepest-descent path converges to the projection of its
starting point on the softest mode. -/
theorem rescaled_tendsto [FiniteDimensional ℝ E] (hH : H.IsSymmetric)
    (hv : IsSoftestMode H k v) (hx : IsSteepestDescent H x) :
    Tendsto (fun t => Real.exp (k * t) • x t) atTop (𝓝 (⟪v, x 0⟫_ℝ • v)) := by
  obtain ⟨b, μ, hμ⟩ : ∃ (b : OrthonormalBasis (Fin (Module.finrank ℝ E)) ℝ E)
      (μ : Fin (Module.finrank ℝ E) → ℝ), ∀ i, H (b i) = μ i • b i :=
    ⟨hH.eigenvectorBasis rfl, hH.eigenvalues rfl, fun i => hH.apply_eigenvectorBasis rfl i⟩
  have hvv : ⟪v, v⟫_ℝ = 1 := by rw [real_inner_self_eq_norm_sq, hv.unit]; norm_num
  have hcoef : ∀ i, Tendsto (fun t => Real.exp (k * t) * ⟪b i, x t⟫_ℝ) atTop
      (𝓝 (⟪v, x 0⟫_ℝ * ⟪b i, v⟫_ℝ)) := by
    intro i
    have hamp : ∀ t, Real.exp (k * t) * ⟪b i, x t⟫_ℝ =
        Real.exp (-((μ i - k) * t)) * ⟪b i, x 0⟫_ℝ := by
      intro t
      rw [mode_amplitude hH hx (hμ i) t, ← mul_assoc, ← Real.exp_add]
      congr 2
      ring
    simp only [hamp]
    rcases (hv.lowest (μ i) (b i) (b.orthonormal.ne_zero i) (hμ i)).eq_or_lt with h | h
    · -- the soft component stays constant
      obtain ⟨a, ha⟩ := hv.simple (b i) (by rw [h]; exact hμ i)
      have e : ∀ t, Real.exp (-((μ i - k) * t)) * ⟪b i, x 0⟫_ℝ =
          ⟪v, x 0⟫_ℝ * ⟪b i, v⟫_ℝ := by
        intro t
        rw [ha, real_inner_smul_left, real_inner_smul_left, hvv, ← h, sub_self, zero_mul,
          neg_zero, Real.exp_zero]
        ring
      simp only [e]
      exact tendsto_const_nhds
    · -- stiffer components are orthogonal to `v` and die out
      have s := hH (b i) v
      rw [hμ i, hv.eigen, real_inner_smul_left, real_inner_smul_right] at s
      have s' : (μ i - k) * ⟪b i, v⟫_ℝ = 0 := by linear_combination s
      rw [(mul_eq_zero.mp s').resolve_left (sub_pos.mpr h).ne', mul_zero]
      have h1 : Tendsto (fun t : ℝ => Real.exp (-((μ i - k) * t))) atTop (𝓝 0) :=
        Real.tendsto_exp_neg_atTop_nhds_zero.comp
          (tendsto_id.const_mul_atTop (sub_pos.mpr h))
      have h2 := h1.mul_const ⟪b i, x 0⟫_ℝ
      rw [zero_mul] at h2
      exact h2
  have hre : ∀ (c : ℝ) (y : E), ∑ i, (c * ⟪b i, y⟫_ℝ) • b i = c • y := by
    intro c y
    simp only [mul_smul]
    rw [← Finset.smul_sum, b.sum_repr' y]
  have hsum := tendsto_finsetSum Finset.univ (fun i _ => (hcoef i).smul_const (b i))
  simpa only [hre] using hsum
```

If the lowest eigenvalue is degenerate, the limiting direction depends on the start: for H equal to the identity, every nonzero path keeps its initial direction. If v is not lowest, any softer component present at the start eventually outweighs the component along v. In infinite dimension, a lower bound on the eigenvalues alone would not control a continuous spectrum below k.

In one dimension there are no stiffer modes. The path is x(t) = exp(−kt)x(0), and its direction equals v or −v from the start unless x(0) = 0.

## Positive initial overlap

The number c = ⟨v, x(0)⟩ is the initial displacement along the softest mode, and its sign decides between the limiting directions v and −v.

When k > 0 the path tends to the origin, and the limit of x/‖x‖ cannot be found by inserting x(t) → 0, because normalisation is not continuous at zero. For every k, the proof therefore works with the rescaled path exp(kt)x(t). The factor exp(kt), being positive, leaves the direction unchanged:

```lean
/-- A positive rescaling of a displacement leaves its direction unchanged. -/
theorem direction_smul {r : ℝ} (hr : 0 < r) (y : E) : direction (r • y) = direction y := by
  unfold direction
  rw [norm_smul, Real.norm_of_nonneg hr.le, smul_smul, mul_inv, mul_comm r⁻¹, mul_assoc,
    inv_mul_cancel₀ hr.ne', mul_one]
```

For c > 0 the rescaled path tends to cv, which is nonzero, and normalisation is continuous there. Hence

x(t)/‖x(t)‖ → cv/‖cv‖ = v.

Conversely, suppose the direction tends to v. Its overlap with v then tends to 1 and is positive at some t. That overlap is exp(−kt)c/‖x(t)‖, so c > 0. The two bullets of the Lean proof follow these arguments, the converse first; `hcont` is the continuity away from zero.

```lean
/-- The direction of a steepest-descent path tends to the softest mode `v` exactly when
the starting point has positive overlap with `v`. -/
theorem direction_tendsto_iff [FiniteDimensional ℝ E] (hH : H.IsSymmetric)
    (hv : IsSoftestMode H k v) (hx : IsSteepestDescent H x) :
    Tendsto (fun t => direction (x t)) atTop (𝓝 v) ↔ 0 < ⟪v, x 0⟫_ℝ := by
  constructor
  · intro h
    have h0 : 0 < ⟪v, v⟫_ℝ := by rw [real_inner_self_eq_norm_sq, hv.unit]; norm_num
    have h1 : Tendsto (fun t => ⟪v, direction (x t)⟫_ℝ) atTop (𝓝 ⟪v, v⟫_ℝ) :=
      ((innerSL ℝ v).continuous.tendsto v).comp h
    -- at some time the overlap is positive, and its sign never changes
    obtain ⟨t, ht⟩ := (h1.eventually (lt_mem_nhds h0)).exists
    rw [direction, real_inner_smul_right, mode_amplitude hH hx hv.eigen t] at ht
    by_contra hn
    have h2 := mul_nonpos_iff.mpr (Or.inl ⟨(Real.exp_pos (-(k * t))).le, not_lt.mp hn⟩)
    have h3 := mul_nonpos_iff.mpr (Or.inl ⟨inv_nonneg.mpr (norm_nonneg (x t)), h2⟩)
    linarith
  · intro hc
    have hv0 : v ≠ 0 := norm_ne_zero_iff.mp (by rw [hv.unit]; exact one_ne_zero)
    have hne : ⟪v, x 0⟫_ℝ • v ≠ 0 := smul_ne_zero hc.ne' hv0
    have hcont : ContinuousAt (direction : E → E) (⟪v, x 0⟫_ℝ • v) :=
      (continuousAt_id.norm.inv₀ (norm_ne_zero_iff.mpr hne)).smul continuousAt_id
    have hlim := hcont.tendsto.comp (rescaled_tendsto hH hv hx)
    have hdv : direction v = v := by simp [direction, hv.unit]
    rw [direction_smul hc, hdv] at hlim
    exact hlim.congr (fun t => direction_smul (Real.exp_pos _) (x t))
```

If c = 0, the theorem rules out convergence to v. This happens, for instance, when the starting displacement preserves a reflection symmetry of H under which v changes sign.

## A positive lowest eigenvalue

The condition k > 0 makes the origin a true minimum. Writing

x(t) = exp(−kt) · exp(kt)x(t),

one has a factor tending to 0 times a factor with a finite limit, so x(t) → 0. If also c > 0, then ⟨v, x(t)⟩ = exp(−kt)c > 0, so the path never reaches the origin and its direction is always defined. These two facts and the limiting direction are the three parts of the next theorem.

```lean
/-- If the lowest eigenvalue and the initial overlap with the softest mode `v` are positive, the
path converges to the minimum at the origin, never reaches it, and its direction tends to `v`. -/
theorem enters_minimum_along_softest_mode [FiniteDimensional ℝ E] (hH : H.IsSymmetric)
    (hv : IsSoftestMode H k v) (hx : IsSteepestDescent H x) (hk : 0 < k)
    (hc : 0 < ⟪v, x 0⟫_ℝ) :
    Tendsto x atTop (𝓝 0) ∧ (∀ t, x t ≠ 0) ∧
      Tendsto (fun t => direction (x t)) atTop (𝓝 v) := by
  refine ⟨?_, ?_, (direction_tendsto_iff hH hv hx).mpr hc⟩
  · have h1 : Tendsto (fun t : ℝ => Real.exp (-(k * t))) atTop (𝓝 0) :=
      Real.tendsto_exp_neg_atTop_nhds_zero.comp (tendsto_id.const_mul_atTop hk)
    have h : Tendsto (fun t => Real.exp (-(k * t)) • (Real.exp (k * t) • x t)) atTop (𝓝 0) := by
      simpa only [zero_smul] using h1.smul (rescaled_tendsto hH hv hx)
    refine h.congr (fun t => ?_)
    simp only [smul_smul, ← Real.exp_add, neg_add_cancel, Real.exp_zero, one_smul]
  · intro t h0
    have h1 := mode_amplitude hH hx hv.eigen t
    rw [h0, inner_zero_right] at h1
    have h2 := mul_pos (Real.exp_pos (-(k * t))) hc
    linarith
```

With c > 0 and k < 0, the direction still tends to v, but the path runs away from the stationary point. With k = 0 it converges to cv.

For negative overlap, −v is an equally valid softest mode with positive overlap. The proof checks its four fields and applies the equivalence again.

```lean
/-- If the initial overlap with the softest mode `v` is negative, the direction of the
steepest-descent path tends to `-v`. -/
theorem direction_tendsto_neg [FiniteDimensional ℝ E] (hH : H.IsSymmetric)
    (hv : IsSoftestMode H k v) (hx : IsSteepestDescent H x) (hc : ⟪v, x 0⟫_ℝ < 0) :
    Tendsto (fun t => direction (x t)) atTop (𝓝 (-v)) := by
  have hv' : IsSoftestMode H k (-v) :=
    { unit := by rw [norm_neg, hv.unit]
      eigen := by rw [map_neg, hv.eigen, smul_neg]
      lowest := hv.lowest
      simple := fun w hw => by
        obtain ⟨a, ha⟩ := hv.simple w hw
        exact ⟨-a, by rw [ha, neg_smul_neg]⟩ }
  exact (direction_tendsto_iff hH hv' hx).mpr (by rw [inner_neg_left]; linarith)
```

For reading the end of a computed minimum-energy path, this means that within a fixed harmonic model with a non-degenerate softest mode, a path into a minimum becomes tangent to that mode in the limit whenever it has any component along it. If this component is small compared with the others, the mode shows only close to the minimum. The mode is the vibration of lowest frequency if the path is one of steepest descent in mass-weighted coordinates; for a path in unweighted Cartesian coordinates, it is the lowest eigenvector of the unweighted Hessian, with overall translations and rotations again excluded. Anharmonic terms and the finite steps of an integrator are not covered.

## Two modes with force constants 1 and 2

A plane with two uncoupled modes satisfies all the hypotheses at once. Its axes are the modes:

```lean
/-- The first coordinate axis of the plane. -/
def softAxis : EuclideanSpace ℝ (Fin 2) := !₂[1, 0]

/-- The second coordinate axis of the plane. -/
def stiffAxis : EuclideanSpace ℝ (Fin 2) := !₂[0, 1]
```

The Hessian multiplies the two coordinates by 1 and 2, which are the force constants when the masses are set to one:

```lean
/-- The Hessian of two uncoupled modes with force constants 1 and 2. -/
def twoModeHessian : EuclideanSpace ℝ (Fin 2) →ₗ[ℝ] EuclideanSpace ℝ (Fin 2) where
  toFun x := !₂[x 0, 2 * x 1]
  map_add' x y := by ext i; fin_cases i <;> simp [mul_add]
  map_smul' c x := by
    ext i
    fin_cases i <;> simp
    ring
```

The path has coordinates exp(−t) and exp(−2t):

```lean
/-- The curve with coordinates `exp (-t)` and `exp (-2 t)`. -/
def twoModePath (t : ℝ) : EuclideanSpace ℝ (Fin 2) :=
  Real.exp (-t) • softAxis + Real.exp (-(2 * t)) • stiffAxis
```

It runs along the parabola on which the stiff coordinate is the square of the soft one, and its direction is

(1, exp(−t)) / √(1 + exp(−2t)) → (1, 0).

The last theorem verifies symmetry, the softest-mode conditions with k = 1, the path equation and the positive overlap. Most of these checks are done coordinate by coordinate. For the lowest eigenvalue, an eigenvalue μ < 1 would force both coordinates of its eigenvector to vanish.

```lean
/-- The two-mode Hessian, its first axis and the explicit curve satisfy the hypotheses of
the entry theorem, with lowest eigenvalue 1. -/
theorem softest_mode_witness :
    twoModeHessian.IsSymmetric ∧ IsSoftestMode twoModeHessian 1 softAxis ∧
      IsSteepestDescent twoModeHessian twoModePath ∧ 0 < ⟪softAxis, twoModePath 0⟫_ℝ := by
  refine ⟨?_, ⟨?_, ?_, ?_, ?_⟩, ?_, ?_⟩
  · intro x y
    simp [twoModeHessian, PiLp.inner_apply, Fin.sum_univ_two]
    ring
  · simp [softAxis, EuclideanSpace.norm_eq, Fin.sum_univ_two]
  · ext i
    fin_cases i <;> simp [twoModeHessian, softAxis]
  · intro μ w hw h
    have h0 : w 0 = μ * w 0 := congrArg (fun z : EuclideanSpace ℝ (Fin 2) => z 0) h
    have h1 : 2 * w 1 = μ * w 1 := congrArg (fun z : EuclideanSpace ℝ (Fin 2) => z 1) h
    by_contra hn
    have hlt : μ < 1 := not_le.mp hn
    have e0 : (1 - μ) * w 0 = 0 := by linear_combination h0
    have e1 : (2 - μ) * w 1 = 0 := by linear_combination h1
    have a0 := (mul_eq_zero.mp e0).resolve_left (sub_pos.mpr hlt).ne'
    have a1 := (mul_eq_zero.mp e1).resolve_left (by linarith : (0 : ℝ) < 2 - μ).ne'
    apply hw
    ext i
    fin_cases i
    · simpa using a0
    · simpa using a1
  · intro w h
    have h1 : 2 * w 1 = 1 * w 1 := congrArg (fun z : EuclideanSpace ℝ (Fin 2) => z 1) h
    have a1 : w 1 = 0 := by linarith
    refine ⟨w 0, ?_⟩
    ext i
    fin_cases i
    · simp [softAxis]
    · simpa [softAxis] using a1
  · intro t
    have h1 : HasDerivAt (fun s : ℝ => Real.exp (-s)) (-Real.exp (-t)) t :=
      (hasDerivAt_id' t).fun_neg.exp.congr_deriv (by ring)
    have h2 : HasDerivAt (fun s : ℝ => Real.exp (-(2 * s))) (-(2 * Real.exp (-(2 * t)))) t :=
      ((hasDerivAt_id' t).const_mul (2 : ℝ)).fun_neg.exp.congr_deriv (by ring)
    refine ((h1.smul_const softAxis).fun_add (h2.smul_const stiffAxis)).congr_deriv ?_
    ext i
    fin_cases i <;> simp [twoModeHessian, twoModePath, softAxis, stiffAxis]
  · simp [twoModePath, softAxis, stiffAxis, PiLp.inner_apply, Fin.sum_univ_two]

end

end SteepestDescentSoftMode
```

```lean
#print axioms SteepestDescentSoftMode.energy_slope
#print axioms SteepestDescentSoftMode.enters_minimum_along_softest_mode
#print axioms SteepestDescentSoftMode.direction_tendsto_neg
```

```
'SteepestDescentSoftMode.energy_slope' depends on axioms: [propext, Classical.choice, Quot.sound]
'SteepestDescentSoftMode.enters_minimum_along_softest_mode' depends on axioms: [propext, Classical.choice, Quot.sound]
'SteepestDescentSoftMode.direction_tendsto_neg' depends on axioms: [propext, Classical.choice, Quot.sound]
```
